# Error Reduction Never Raises the Fourier-Modulus Mismatch of a Supported Object

A program that reconstructs an object from diffraction intensities by error reduction can print the sum of squared differences between computed and measured Fourier moduli after every iteration. If the support is kept fixed and the object already vanishes outside it, that number should never go up. A rise beyond rounding error points to a fault in the code, such as a transform pair with inconsistent normalisation. The result below justifies this check for a complex-valued object on a one-dimensional periodic grid with a known, fixed support.

## The object, its transform and one iteration

The grid has N ≥ 1 sites, labelled by the integers modulo N, and the object is a complex function f on it. The transform is

f̂(k) = ∑ₓ exp(−2πi kx/N) f(x),

with no prefactor, so the inverse carries 1/N. In Lean the grid is `ZMod N`, `NeZero N` excludes N = 0, and `ZMod.dft` is this transform.

```lean
import Mathlib

open Finset Filter Topology ComplexConjugate

namespace ErrorReductionPhaseRetrieval

noncomputable section

variable {N : ℕ} [NeZero N]
```

The measurement gives moduli but no phases, so the iteration borrows the phases of the current object's Fourier transform. Write p(z) for the phase factor of a complex amplitude z:

p(z) = z/|z| for z ≠ 0, and p(0) = 1.

The value at zero is a convention. It is given modulus one so that the corrected amplitude defined below has the measured modulus even where the current amplitude vanishes. The bare quotient would not achieve this, because Lean evaluates 0/0 as 0.

```lean
/-- The phase factor of a complex amplitude, taken to be 1 when the amplitude is zero. -/
def phase (z : ℂ) : ℂ := if z = 0 then 1 else z / (‖z‖ : ℂ)
```

Let m(k) be the measured moduli. The modulus-corrected object g is defined by its transform,

ĝ(k) = m(k) p(f̂(k)),

followed by the inverse transform.

```lean
/-- Replace the Fourier moduli of `f` by the measured moduli `m`, keep the phases,
and transform back. -/
def imposeModulus (m : ZMod N → ℝ) (f : ZMod N → ℂ) : ZMod N → ℂ :=
  ZMod.dft.symm (fun k => (m k : ℂ) * phase (ZMod.dft f k))
```

The support S is the set of sites where the object is allowed to be nonzero. One error-reduction step takes f to f′, where

f′(x) = g(x) for x in S, and f′(x) = 0 otherwise.

```lean
/-- One error-reduction step: impose the measured moduli, then set all values off the
support `S` to zero. -/
def errorReduction (S : Finset (ZMod N)) (m : ZMod N → ℝ) (f : ZMod N → ℂ) : ZMod N → ℂ :=
  fun x => if x ∈ S then imposeModulus m f x else 0
```

The quantity to be monitored is the squared mismatch

E(f) = ∑ₖ (|f̂(k)| − m(k))².

```lean
/-- The squared mismatch between the Fourier moduli of `f` and the measured moduli `m`. -/
def mismatch (m : ZMod N → ℝ) (f : ZMod N → ℂ) : ℝ :=
  ∑ k, (‖ZMod.dft f k‖ - m k) ^ 2
```

## The distance moved when a modulus is replaced

A phase factor has modulus one. For z ≠ 0 this is |z|/|z| = 1, and for z = 0 it is the convention; the proof splits into the same two cases.

```lean
/-- A phase factor has modulus one. -/
theorem norm_phase (z : ℂ) : ‖phase z‖ = 1 := by
  by_cases h : z = 0
  · simp [phase, h]
  · simp only [phase, if_neg h]
    rw [norm_div, Complex.norm_real, norm_norm, div_self (norm_ne_zero_iff.mpr h)]
```

Every amplitude satisfies z = |z| p(z), including z = 0. For any real a, therefore,

z − a p(z) = (|z| − a) p(z),

and taking squared moduli gives

|z − a p(z)|² = (|z| − a)².

With z = f̂(k) and a = m(k), this says that each term of E(f) is the squared distance from f̂(k) to ĝ(k). In the proof, `hz` is the polar form of z and `h` is the factorisation.

```lean
/-- Changing the modulus of an amplitude to `a` at fixed phase moves it by the difference
of the moduli. -/
theorem norm_sub_mul_phase_sq (z : ℂ) (a : ℝ) :
    ‖z - (a : ℂ) * phase z‖ ^ 2 = (‖z‖ - a) ^ 2 := by
  have hz : (‖z‖ : ℂ) * phase z = z := by
    by_cases h : z = 0
    · simp [h]
    · have h' : (‖z‖ : ℂ) ≠ 0 := by simpa using h
      simp only [phase, if_neg h]
      field_simp
  have h : z - (a : ℂ) * phase z = ((‖z‖ - a : ℝ) : ℂ) * phase z := by
    push_cast
    linear_combination -hz
  rw [h, norm_mul, norm_phase, mul_one, Complex.norm_real, Real.norm_eq_abs, sq_abs]
```

## Parseval's identity with its factor N

To turn distances between transforms into distances between objects, write |f̂(k)|² as conj(f̂(k)) f̂(k), expand the conjugate and exchange the sums:

∑ₖ |f̂(k)|² = ∑ₓ conj(f(x)) ∑ₖ exp(2πi kx/N) f̂(k).

By Fourier inversion the inner sum is N f(x), so

∑ₖ |f̂(k)|² = N ∑ₓ |f(x)|².

In the proof, `hinv` is the inversion formula multiplied through by N, `hconj` is the expanded conjugate, and `key` is the chain of equalities, carried out in the complex numbers and then read back as a statement about reals.

```lean
/-- Parseval's identity for the discrete Fourier transform on `N` sites. -/
theorem parseval (f : ZMod N → ℂ) :
    ∑ k, ‖ZMod.dft f k‖ ^ 2 = (N : ℝ) * ∑ x, ‖f x‖ ^ 2 := by
  -- Fourier inversion, cleared of its denominator
  have hinv : ∀ x, ∑ k, ZMod.stdAddChar (k * x) * ZMod.dft f k = (N : ℂ) * f x := by
    intro x
    have hN : (N : ℂ) ≠ 0 := Nat.cast_ne_zero.mpr (NeZero.ne N)
    have h := congrFun (LinearEquiv.symm_apply_apply ZMod.dft f) x
    rw [ZMod.invDFT_apply] at h
    simp only [smul_eq_mul] at h
    rw [← h, mul_inv_cancel_left₀ hN]
  have hconj : ∀ k, conj (ZMod.dft f k) = ∑ x, conj (f x) * ZMod.stdAddChar (k * x) := by
    intro k
    rw [ZMod.dft_apply, map_sum]
    refine Finset.sum_congr rfl fun x _ => ?_
    rw [smul_eq_mul, map_mul, ← AddChar.map_neg_eq_conj, neg_neg, mul_comm x k]
    ring
  have key : ∑ k, (‖ZMod.dft f k‖ : ℂ) ^ 2 = (N : ℂ) * ∑ x, (‖f x‖ : ℂ) ^ 2 := by
    calc ∑ k, (‖ZMod.dft f k‖ : ℂ) ^ 2
        = ∑ k, ∑ x, conj (f x) * (ZMod.stdAddChar (k * x) * ZMod.dft f k) := by
          refine Finset.sum_congr rfl fun k _ => ?_
          rw [← Complex.conj_mul', hconj, Finset.sum_mul]
          exact Finset.sum_congr rfl fun x _ => by ring
      _ = ∑ x, conj (f x) * ((N : ℂ) * f x) := by
          rw [Finset.sum_comm]
          refine Finset.sum_congr rfl fun x _ => ?_
          rw [← Finset.mul_sum, hinv]
      _ = (N : ℂ) * ∑ x, (‖f x‖ : ℂ) ^ 2 := by
          rw [Finset.mul_sum]
          refine Finset.sum_congr rfl fun x _ => ?_
          rw [← Complex.conj_mul']
          ring
  exact_mod_cast key
```

## The drop in mismatch pays for the change in the object

Write ‖h‖² = ∑ₓ |h(x)|² for a function h on the grid. Assume that m(k) ≥ 0 for all k and that f vanishes off S. The argument has three parts.

First, the previous two results combine to

E(f) = N ‖f − g‖².

Second, since m(k) ≥ 0, the corrected object has |ĝ(k)| = m(k) exactly. The reverse triangle inequality then gives, for the new object,

||f̂′(k)| − m(k)| = ||f̂′(k)| − |ĝ(k)|| ≤ |f̂′(k) − ĝ(k)|,

where f̂′ is the transform of f′. Squaring, summing and using Parseval,

E(f′) ≤ N ‖f′ − g‖².

Third, the two distances to g are related by Pythagoras:

‖f − g‖² = ‖f′ − g‖² + ‖f′ − f‖².

This holds site by site. On S, f′ = g, so the first term on the right vanishes and the second equals the left side. Off S, f′ and f are both zero, so the second term vanishes and both remaining terms are |g(x)|².

Together these give

E(f′) + N ‖f′ − f‖² ≤ E(f).

The three parts are `h1`, `h2` and `h3` in the proof. The hypothesis `hm` is the non-negativity of the moduli, which holds for square roots of measured intensities; `hf` says that the current object obeys the support constraint. Nothing requires m to be the modulus of the transform of any object supported on S, so noisy data are allowed.

```lean
/-- For an object supported on `S` and non-negative measured moduli, one error-reduction step
lowers the mismatch by at least `N` times the squared change of the object. -/
theorem mismatch_add_change_le (S : Finset (ZMod N)) (m : ZMod N → ℝ) (f : ZMod N → ℂ)
    (hm : ∀ k, 0 ≤ m k) (hf : ∀ x, x ∉ S → f x = 0) :
    mismatch m (errorReduction S m f) + N * ∑ x, ‖errorReduction S m f x - f x‖ ^ 2
      ≤ mismatch m f := by
  have hg : ∀ k, ZMod.dft (imposeModulus m f) k = (m k : ℂ) * phase (ZMod.dft f k) :=
    fun k => congrFun (LinearEquiv.apply_symm_apply ZMod.dft _) k
  -- the old mismatch is the distance to the modulus-corrected object
  have h1 : mismatch m f = N * ∑ x, ‖f x - imposeModulus m f x‖ ^ 2 := by
    have h := parseval (f - imposeModulus m f)
    rw [map_sub] at h
    simp only [Pi.sub_apply] at h
    rw [← h]
    unfold mismatch
    refine Finset.sum_congr rfl fun k _ => ?_
    rw [hg, norm_sub_mul_phase_sq]
  -- the new mismatch is at most the new distance to that same object
  have h2 : mismatch m (errorReduction S m f)
      ≤ N * ∑ x, ‖errorReduction S m f x - imposeModulus m f x‖ ^ 2 := by
    have h := parseval (errorReduction S m f - imposeModulus m f)
    rw [map_sub] at h
    simp only [Pi.sub_apply] at h
    rw [← h]
    unfold mismatch
    refine Finset.sum_le_sum fun k _ => ?_
    have hn : ‖ZMod.dft (imposeModulus m f) k‖ = m k := by
      rw [hg, norm_mul, norm_phase, mul_one, Complex.norm_real, Real.norm_eq_abs,
        abs_of_nonneg (hm k)]
    rw [← hn, ← sq_abs]
    exact pow_le_pow_left₀ (abs_nonneg _) (abs_norm_sub_norm_le _ _) 2
  -- Pythagoras for the projection onto the support
  have h3 : ∑ x, ‖f x - imposeModulus m f x‖ ^ 2
      = ∑ x, ‖errorReduction S m f x - imposeModulus m f x‖ ^ 2
        + ∑ x, ‖errorReduction S m f x - f x‖ ^ 2 := by
    rw [← Finset.sum_add_distrib]
    refine Finset.sum_congr rfl fun x _ => ?_
    by_cases hx : x ∈ S
    · simp only [errorReduction, if_pos hx, sub_self, norm_zero]
      rw [norm_sub_rev]
      ring
    · simp [errorReduction, hx, hf x hx]
  rw [h1, h3, mul_add]
  linarith
```

The hypothesis `hf` needs checking only for the starting guess, because every later iterate satisfies it automatically. It cannot simply be dropped. Take N = 2, S = {0}, m(k) = 1 for both k, and let f be the unit point source at site 1. Its moduli are already correct, so g = f, and the support step then removes it, leaving f′ = 0. The mismatch is 0 before the step and 2 after it. A program started from an object that spills outside the support may therefore show a rise in its first iteration without any fault in the code.

Since N ‖f′ − f‖² is non-negative, leaving it out gives the monotonicity itself:

E(f′) ≤ E(f).

```lean
/-- For an object supported on `S` and non-negative measured moduli, one error-reduction step does
not increase the Fourier-modulus mismatch. -/
theorem mismatch_errorReduction_le (S : Finset (ZMod N)) (m : ZMod N → ℝ) (f : ZMod N → ℂ)
    (hm : ∀ k, 0 ≤ m k) (hf : ∀ x, x ∉ S → f x = 0) :
    mismatch m (errorReduction S m f) ≤ mismatch m f := by
  have h := mismatch_add_change_le S m f hm hf
  have h' : 0 ≤ (N : ℝ) * ∑ x, ‖errorReduction S m f x - f x‖ ^ 2 := by positivity
  linarith
```

## A constant mismatch means a fixed point

If E(f′) = E(f), the stronger inequality leaves N ‖f′ − f‖² ≤ 0. As N is positive, the sum of squares is at most zero, so each term is zero and f′ = f. Conversely, if f′ = f the two mismatches are trivially equal. In exact arithmetic, a mismatch left unchanged by one step thus signals that the iteration has stopped moving; in a program, a small drop can be lost to rounding.

```lean
/-- For an object supported on `S` and non-negative measured moduli, the mismatch is unchanged by a
step exactly when the object itself is unchanged. -/
theorem mismatch_eq_iff_fixed (S : Finset (ZMod N)) (m : ZMod N → ℝ) (f : ZMod N → ℂ)
    (hm : ∀ k, 0 ≤ m k) (hf : ∀ x, x ∉ S → f x = 0) :
    mismatch m (errorReduction S m f) = mismatch m f ↔ errorReduction S m f = f := by
  refine ⟨fun h => ?_, fun h => by rw [h]⟩
  have hle := mismatch_add_change_le S m f hm hf
  have hN : (0 : ℝ) < N := Nat.cast_pos.mpr (Nat.pos_of_ne_zero (NeZero.ne N))
  have hs : ∑ x, ‖errorReduction S m f x - f x‖ ^ 2 ≤ 0 := by
    by_contra hc
    have := mul_pos hN (not_le.mp hc)
    linarith
  funext x
  have hx : ‖errorReduction S m f x - f x‖ ^ 2 ≤ 0 :=
    (Finset.single_le_sum (f := fun y => ‖errorReduction S m f y - f y‖ ^ 2)
      (fun y _ => sq_nonneg _) (Finset.mem_univ x)).trans hs
  have h0 : ‖errorReduction S m f x - f x‖ = 0 :=
    pow_eq_zero_iff (two_ne_zero) |>.mp (le_antisymm hx (sq_nonneg _))
  exact sub_eq_zero.mp (norm_eq_zero.mp h0)
```

## Successive changes die out

Let f₀ = f and let fₙ be the object after n steps. Every fₙ vanishes off S: f₀ by assumption, the later ones by construction. Adding the inequality over the first n steps gives

E(fₙ) + N ∑ᵢ ‖fᵢ₊₁ − fᵢ‖² ≤ E(f₀), with i running from 0 to n − 1.

Because E(fₙ) ≥ 0, the partial sums of the squared changes never exceed E(f₀)/N. A series of non-negative terms with bounded partial sums converges, so its terms tend to zero:

‖fₙ₊₁ − fₙ‖² → 0.

In Lean, `(errorReduction S m)^[n] f` is fₙ, `hsupp` is the support property, and `hsum` is the summed inequality, proved by induction on n. The conclusion concerns the steps between iterates; it does not say that the iterates themselves converge, or that the mismatch tends to zero.

```lean
/-- For non-negative measured moduli and a starting object supported on `S`, under repeated error
reduction the squared change of the object from one iteration to the next tends to zero. -/
theorem change_tendsto_zero (S : Finset (ZMod N)) (m : ZMod N → ℝ) (f : ZMod N → ℂ)
    (hm : ∀ k, 0 ≤ m k) (hf : ∀ x, x ∉ S → f x = 0) :
    Tendsto (fun n : ℕ => ∑ x, ‖(errorReduction S m)^[n + 1] f x
      - (errorReduction S m)^[n] f x‖ ^ 2) atTop (𝓝 0) := by
  have hN : (0 : ℝ) < N := Nat.cast_pos.mpr (Nat.pos_of_ne_zero (NeZero.ne N))
  have hsupp : ∀ n : ℕ, ∀ x, x ∉ S → (errorReduction S m)^[n] f x = 0 := by
    intro n x hx
    cases n with
    | zero => exact hf x hx
    | succ n =>
      rw [Function.iterate_succ_apply']
      simp [errorReduction, hx]
  -- the changes add up to no more than the initial mismatch
  have hsum : ∀ n : ℕ, mismatch m ((errorReduction S m)^[n] f)
      + N * ∑ i ∈ range n, ∑ x, ‖(errorReduction S m)^[i + 1] f x
        - (errorReduction S m)^[i] f x‖ ^ 2 ≤ mismatch m f := by
    intro n
    induction n with
    | zero => simp
    | succ n ih =>
      have h := mismatch_add_change_le S m _ hm (hsupp n)
      rw [← Function.iterate_succ_apply' (errorReduction S m) n f] at h
      rw [Finset.sum_range_succ, mul_add]
      linarith
  refine (summable_of_sum_range_le (c := mismatch m f / N)
    (fun n => Finset.sum_nonneg fun x _ => sq_nonneg _) fun n => ?_).tendsto_atTop_zero
  rw [le_div_iff₀ hN]
  have h0 : 0 ≤ mismatch m ((errorReduction S m)^[n] f) :=
    Finset.sum_nonneg fun k _ => sq_nonneg _
  linarith [hsum n]
```

## Stagnation at the zero object

A small step size is no evidence of a correct reconstruction. Let m(k) = 1 for all k and suppose that S omits the origin. Start from f = 0. All its Fourier amplitudes vanish, so all phases are 1 by convention and ĝ(k) = 1. The corrected object g is then a unit point source at the origin. That site lies outside S, so the support step removes it and f′ = 0. The iteration is stuck at mismatch

E(0) = ∑ₖ (0 − 1)² = N.

A unit point source at a site a, on the other hand, has the transform exp(−2πi ak/N), which has modulus one for every k, so its mismatch is zero. When S is nonempty, choosing a in S gives an object that satisfies both constraints and that the iteration never reaches from zero.

The theorem states these three facts together; `Pi.single a 1` is the point source at a, and `hd` computes its transform.

```lean
/-- For unit measured moduli and a support that omits the origin, the zero object is a fixed
point with mismatch `N`, while a unit point source at any site has mismatch zero. -/
theorem stagnation_example (S : Finset (ZMod N)) (h0 : (0 : ZMod N) ∉ S) :
    errorReduction S (fun _ => 1) 0 = 0 ∧
    mismatch (fun _ => 1) (0 : ZMod N → ℂ) = N ∧
    ∀ a : ZMod N, mismatch (fun _ => 1) (Pi.single a (1 : ℂ)) = 0 := by
  have hd : ∀ a k : ZMod N,
      ZMod.dft (Pi.single a (1 : ℂ)) k = ZMod.stdAddChar (-(a * k)) := by
    intro a k
    simp [ZMod.dft_apply, Pi.single_apply]
  refine ⟨?_, ?_, fun a => ?_⟩
  · -- the modulus-corrected object is a point source at the origin, outside the support
    have hg : imposeModulus (fun _ => 1) (0 : ZMod N → ℂ) = Pi.single 0 1 := by
      unfold imposeModulus
      rw [LinearEquiv.symm_apply_eq]
      funext k
      rw [hd]
      simp [phase]
    funext x
    by_cases hx : x ∈ S
    · have hx0 : x ≠ 0 := fun h => h0 (h ▸ hx)
      simp [errorReduction, hx, hg, hx0]
    · simp [errorReduction, hx]
  · simp [mismatch, ZMod.card]
  · unfold mismatch
    refine Finset.sum_eq_zero fun k _ => ?_
    rw [hd, AddChar.norm_apply]
    norm_num

end

end ErrorReductionPhaseRetrieval
```

```lean
#print axioms ErrorReductionPhaseRetrieval.mismatch_errorReduction_le
-- 'ErrorReductionPhaseRetrieval.mismatch_errorReduction_le' depends on axioms: [propext, Classical.choice, Quot.sound]
#print axioms ErrorReductionPhaseRetrieval.mismatch_eq_iff_fixed
-- 'ErrorReductionPhaseRetrieval.mismatch_eq_iff_fixed' depends on axioms: [propext, Classical.choice, Quot.sound]
#print axioms ErrorReductionPhaseRetrieval.change_tendsto_zero
-- 'ErrorReductionPhaseRetrieval.change_tendsto_zero' depends on axioms: [propext, Classical.choice, Quot.sound]
#print axioms ErrorReductionPhaseRetrieval.stagnation_example
-- 'ErrorReductionPhaseRetrieval.stagnation_example' depends on axioms: [propext, Classical.choice, Quot.sound]
```
